# The Rayleigh quotient of a first-order state, expanded through third order in the coupling

To ask how much of a perturbed energy is fixed by the first-order change of the state, one has to choose the operators and the energy functional. Here the Hamiltonian is H₀ + xV with real coupling x, where H₀ and V are bounded operators on a complex inner product space F. The energy of a nonzero state u is the complex number ⟨u, Hu⟩/⟨u, u⟩, with no real part taken.

The state is a + xb, where a is an unperturbed eigenvector and b its first-order response. Its quotient is expanded through x³, with an error of order x⁴. For Hermitian operators, an exact eigenvalue whose eigenvector agrees with a + xb up to O(x²) has the same expansion. This is the n = 1 case of the 2n+1 rule. In electronic structure it gives third-order energies from a first-order response, for a single eigenvector of a Hamiltonian matrix in a fixed finite orthonormal basis. The matrix must be linear in one parameter and must not depend on the state, so self-consistent orbital equations are not covered.

## Bounded operators and a real coupling

In Lean 4 with Mathlib:

```lean
import Mathlib

open Asymptotics Topology

namespace EnergyLinearisation

noncomputable section

variable {F : Type*} [NormedAddCommGroup F] [InnerProductSpace ℂ F]
```

The type `F →L[ℂ] F` contains the bounded linear operators on F, which may have any dimension. A Hamiltonian matrix in a finite orthonormal basis is of this kind; a Schrödinger operator with its unbounded kinetic energy is not, and the passage to it is the step left open. Without boundedness the algebra below survives when a and b lie in the domains of H₀ and V, but the eigenvalue estimate, which uses ‖H‖, is lost.

```lean
/-- The Hamiltonian `H₀ + x V` at real coupling strength `x`. -/
def perturbed (H₀ V : F →L[ℂ] F) (x : ℝ) : F →L[ℂ] F := H₀ + (x : ℂ) • V

/-- The linearised state `a + x b`. -/
def trial (a b : F) (x : ℝ) : F := a + (x : ℂ) • b

/-- The Rayleigh quotient `⟨u, H u⟩ / ⟨u, u⟩` of a nonzero state `u`. -/
def rayleigh (H : F →L[ℂ] F) (u : F) : ℂ := inner ℂ u (H u) / inner ℂ u u
```

The product `inner ℂ u v` is conjugate-linear in u. Since x is real, it passes through the first slot unchanged. For complex x the third-order term would carry x²x̄ instead of x³. "Linearised" means linear in the coupling x, whereas in linearised augmented-wave methods the radial functions are expanded to first order in an energy.

The three coefficients are

E1 = ⟨a, Va⟩,  E2 = ⟨a, Vb⟩,  E3 = ⟨b, (V − E1)b⟩.

```lean
/-- The first-order coefficient `⟨a, V a⟩`. -/
def E1 (V : F →L[ℂ] F) (a : F) : ℂ := inner ℂ a (V a)

/-- The second-order coefficient `⟨a, V b⟩`. -/
def E2 (V : F →L[ℂ] F) (a b : F) : ℂ := inner ℂ a (V b)

/-- The third-order coefficient `⟨b, (V - E1) b⟩`. -/
def E3 (V : F →L[ℂ] F) (a b : F) : ℂ := inner ℂ b (V b - E1 V a • b)
```

The conditions on a and b are collected in one structure. Its E₀ may be complex, and it does not require H₀ or V to be Hermitian.

```lean
/-- The state `a` is a unit eigenvector of `H₀` with energy `E₀`, and `b` is orthogonal to `a`
and solves the first-order equation `(H₀ - E₀) b = (E1 - V) a`. -/
structure FirstOrder (H₀ V : F →L[ℂ] F) (E₀ : ℂ) (a b : F) : Prop where
  unit : ‖a‖ = 1
  eigen : H₀ a = E₀ • a
  orth : inner ℂ a b = 0
  response : H₀ b - E₀ • b = E1 V a • a - V a
```

The examples below start from the two-level system H₀ = diag(0, 1), V = [[0, 1], [1, 1]], a = (1, 0), b = (0, −1), for which E₀ = E1 = 0, E2 = −1 and E3 = 1.

## The eigenvalue and response equations

`eigen` says that a is an eigenvector of H₀, which is a stationary state when H₀ is Hermitian. `response` is the first-order Schrödinger equation, (H₀ − E₀)b = (E1 − V)a. The vector b is given, not constructed. Sorting by powers of x,

(H₀ + xV − E₀ − xE1)(a + xb)
 = (H₀ − E₀)a + x[(H₀ − E₀)b + (V − E1)a] + x²(V − E1)b
 = x²(V − E1)b.

The first two terms vanish by the two equations. The proof does the same: `linear_combination` adds the eigenvalue equation and x times the response equation.

```lean
variable {H₀ V : F →L[ℂ] F} {E₀ : ℂ} {a b : F}

/-- For a first-order pair `a`, `b`, the linearised state satisfies the eigenvalue equation with
energy `E₀ + x E1` up to the residual `x² (V - E1) b`. -/
theorem residual (h : FirstOrder H₀ V E₀ a b) (x : ℝ) :
    perturbed H₀ V x (trial a b x) - (E₀ + x * E1 V a) • trial a b x
      = (x : ℂ) ^ 2 • (V b - E1 V a • b) := by
  have key : perturbed H₀ V x (trial a b x)
      = H₀ (a + (x : ℂ) • b) + (x : ℂ) • V (a + (x : ℂ) • b) := rfl
  have h1 := h.eigen
  have h2 := h.response
  rw [key, trial]
  simp only [map_add, map_smul]
  linear_combination (norm := module) h1 + (x : ℂ) • h2
```

For a unit vector a the quotient at x = 0 is ⟨a, H₀a⟩, so the expansion needs at least ⟨a, H₀a⟩ = E₀. Orthogonality cannot replace the response equation: in the two-level system b = (0, −2) gives a quotient 4x³/(1 + 4x²) with no x² term, while ⟨a, Vb⟩ = −2.

## Unit norm and orthogonality

`unit` normalises the unperturbed state, and `orth` removes from b any change along a, which would only alter length and phase at first order. Together they give

‖a + xb‖² = ‖a‖² + 2x Re⟨a, b⟩ + x²‖b‖² = 1 + x²‖b‖².

```lean
/-- For a first-order pair `a`, `b`, the squared norm of `a + x b` is `1 + x² ‖b‖²`. -/
theorem trial_norm_sq (h : FirstOrder H₀ V E₀ a b) (x : ℝ) :
    ‖trial a b x‖ ^ 2 = 1 + x ^ 2 * ‖b‖ ^ 2 := by
  rw [trial, norm_add_sq (𝕜 := ℂ), inner_smul_right, h.orth, norm_smul, h.unit,
    Complex.norm_real, Real.norm_eq_abs, mul_pow, sq_abs]
  simp
```

Write u = a + xb and N = 1 + x²‖b‖². Orthogonality is used again in the overlap with the residual:

⟨u, (V − E1)b⟩ = ⟨a, Vb⟩ − E1⟨a, b⟩ + x⟨b, (V − E1)b⟩ = E2 + xE3.

Hence

⟨u, (H₀ + xV)u⟩ = (E₀ + xE1)N + x²(E2 + xE3),

and division by N gives, at every real x,

R(x) = E₀ + xE1 + (x²E2 + x³E3)/N,

where R(x) is the Rayleigh quotient of u. In the proof `hN` is the squared norm and `h3` the overlap; N is positive, so the division is legitimate.

```lean
/-- For a first-order pair `a`, `b`, the Rayleigh quotient of `a + x b` in `H₀ + x V` has a
closed form at every real `x`. -/
theorem rayleigh_exact (h : FirstOrder H₀ V E₀ a b) (x : ℝ) :
    rayleigh (perturbed H₀ V x) (trial a b x) = E₀ + x * E1 V a
      + (x ^ 2 * E2 V a b + x ^ 3 * E3 V a b) / ((1 + x ^ 2 * ‖b‖ ^ 2 : ℝ) : ℂ) := by
  have hne : ((1 + x ^ 2 * ‖b‖ ^ 2 : ℝ) : ℂ) ≠ 0 :=
    Complex.ofReal_ne_zero.mpr (by positivity)
  have hN : inner ℂ (trial a b x) (trial a b x) = ((1 + x ^ 2 * ‖b‖ ^ 2 : ℝ) : ℂ) := by
    rw [← trial_norm_sq h x]
    exact (inner_self_eq_norm_sq_to_K (𝕜 := ℂ) _).trans (Complex.ofReal_pow _ _).symm
  -- overlap of the linearised state with the residual
  have h3 : inner ℂ (trial a b x) (V b - E1 V a • b) = E2 V a b + x * E3 V a b := by
    rw [trial, inner_add_left, inner_smul_left, Complex.conj_ofReal, E2, E3,
      inner_sub_right a, inner_smul_right, h.orth]
    ring
  rw [rayleigh, sub_eq_iff_eq_add'.mp (residual h x), inner_add_right, inner_smul_right,
    inner_smul_right, h3, hN, div_eq_iff hne]
  have hc := div_mul_cancel₀ ((x : ℂ) ^ 2 * E2 V a b + x ^ 3 * E3 V a b) hne
  linear_combination -hc
```

If a and b are both doubled in the two-level system, all conditions except `unit` still hold and the quotient is unchanged, but ⟨a, Vb⟩ becomes −4 while the x² coefficient stays −1. If a multiple ca is added to b, the response equation still holds and the x² coefficient of the quotient stays the same, but ⟨a, Vb⟩ shifts by cE1. Without `orth` the formula therefore fails at second order whenever cE1 ≠ 0.

Subtracting the cubic leaves

(x²E2 + x³E3)(1/N − 1) = −x⁴‖b‖²(E2 + xE3)/N.

Since N ≥ 1, its modulus is at most x⁴‖b‖²(|E2| + |x||E3|). In the proof `key` is this identity, and `div_le_self` drops the denominator.

```lean
/-- For a first-order pair `a`, `b` and every real `x`, the Rayleigh quotient differs from its
cubic expansion by at most `x⁴ ‖b‖² (|E2| + |x| |E3|)`. -/
theorem rayleigh_remainder (h : FirstOrder H₀ V E₀ a b) (x : ℝ) :
    ‖rayleigh (perturbed H₀ V x) (trial a b x)
        - (E₀ + x * E1 V a + x ^ 2 * E2 V a b + x ^ 3 * E3 V a b)‖
      ≤ x ^ 4 * (‖b‖ ^ 2 * (‖E2 V a b‖ + |x| * ‖E3 V a b‖)) := by
  have hne : ((1 + x ^ 2 * ‖b‖ ^ 2 : ℝ) : ℂ) ≠ 0 :=
    Complex.ofReal_ne_zero.mpr (by positivity)
  have hD : ((1 + x ^ 2 * ‖b‖ ^ 2 : ℝ) : ℂ) = 1 + (x : ℂ) ^ 2 * (‖b‖ : ℂ) ^ 2 := by
    push_cast; ring
  have hM : ((x ^ 4 * ‖b‖ ^ 2 : ℝ) : ℂ) = (x : ℂ) ^ 4 * (‖b‖ : ℂ) ^ 2 := by
    push_cast; ring
  have hc := div_mul_cancel₀ ((x : ℂ) ^ 2 * E2 V a b + x ^ 3 * E3 V a b) hne
  -- the remainder in closed form
  have key : rayleigh (perturbed H₀ V x) (trial a b x)
        - (E₀ + x * E1 V a + x ^ 2 * E2 V a b + x ^ 3 * E3 V a b)
      = -(((x ^ 4 * ‖b‖ ^ 2 : ℝ) : ℂ) * (E2 V a b + x * E3 V a b))
        / ((1 + x ^ 2 * ‖b‖ ^ 2 : ℝ) : ℂ) := by
    rw [rayleigh_exact h x, eq_div_iff hne, hM]
    linear_combination hc - ((x : ℂ) ^ 2 * E2 V a b + x ^ 3 * E3 V a b) * hD
  have n1 : ‖((1 + x ^ 2 * ‖b‖ ^ 2 : ℝ) : ℂ)‖ = 1 + x ^ 2 * ‖b‖ ^ 2 := by
    rw [Complex.norm_real, Real.norm_of_nonneg (by positivity)]
  have n2 : ‖((x ^ 4 * ‖b‖ ^ 2 : ℝ) : ℂ)‖ = x ^ 4 * ‖b‖ ^ 2 := by
    rw [Complex.norm_real, Real.norm_of_nonneg (by positivity)]
  rw [key, norm_div, norm_neg, norm_mul, n1, n2]
  calc _ ≤ x ^ 4 * ‖b‖ ^ 2 * ‖E2 V a b + x * E3 V a b‖ :=
        div_le_self (by positivity) (le_add_of_nonneg_right (by positivity))
    _ ≤ x ^ 4 * ‖b‖ ^ 2 * (‖E2 V a b‖ + |x| * ‖E3 V a b‖) := by
        gcongr
        exact (norm_add_le _ _).trans (by simp)
    _ = _ := by ring
```

For |x| < 1 the factor |x| in the bracket can be replaced by 1, which gives one constant for a whole neighbourhood of zero. That is the meaning of `=O[𝓝 0]`.

```lean
/-- For a first-order pair `a`, `b`, the Rayleigh quotient of `a + x b` in `H₀ + x V` is
`E₀ + x E1 + x² ⟨a, V b⟩ + x³ ⟨b, (V - E1) b⟩ + O(x⁴)` as real `x` tends to zero. -/
theorem rayleigh_expansion (h : FirstOrder H₀ V E₀ a b) :
    (fun x : ℝ => rayleigh (perturbed H₀ V x) (trial a b x)
        - (E₀ + x * E1 V a + x ^ 2 * E2 V a b + x ^ 3 * E3 V a b))
      =O[𝓝 0] fun x : ℝ => x ^ 4 := by
  refine IsBigO.of_bound (‖b‖ ^ 2 * (‖E2 V a b‖ + ‖E3 V a b‖)) ?_
  filter_upwards [Metric.ball_mem_nhds (0 : ℝ) one_pos] with x hx
  have hx1 : |x| ≤ 1 := (mem_ball_zero_iff.mp hx).le
  have h3 : |x| * ‖E3 V a b‖ ≤ ‖E3 V a b‖ := mul_le_of_le_one_left (norm_nonneg _) hx1
  rw [Real.norm_of_nonneg (by positivity : (0 : ℝ) ≤ x ^ 4)]
  calc _ ≤ _ := rayleigh_remainder h x
    _ ≤ x ^ 4 * (‖b‖ ^ 2 * (‖E2 V a b‖ + ‖E3 V a b‖)) := by gcongr
    _ = _ := by ring
```

## Hermitian operators

Hermiticity, written `IsSymmetric`, means ⟨Hu, v⟩ = ⟨u, Hv⟩. It is first needed when the quotient is compared with an exact eigenvalue. Let Hψ = eψ with e real and ψ ≠ 0, let φ be a nonzero approximate state, and put d = φ − ψ. Because (H − e)ψ = 0 and, by Hermiticity, ⟨ψ, (H − e)φ⟩ = 0,

⟨φ, (H − e)φ⟩ = ⟨d, (H − e)d⟩.

Also |e| ≤ ‖H‖, because |e|‖ψ‖ = ‖Hψ‖ ≤ ‖H‖‖ψ‖. The Cauchy–Schwarz inequality bounds the right side by 2‖H‖‖d‖², and dividing by ‖φ‖² gives an energy error quadratic in the error of the state. The identity is `key` in the proof, and `heH` is the bound on e.

```lean
/-- For a Hermitian `H` with eigenvector `ψ` and eigenvalue `e`, the Rayleigh quotient of a
nonzero state `φ` misses `e` by at most `2 ‖H‖ ‖φ - ψ‖² / ‖φ‖²`. -/
theorem rayleigh_error {H : F →L[ℂ] F} (hH : (H : F →ₗ[ℂ] F).IsSymmetric) {e : ℝ} {φ ψ : F}
    (hφ : φ ≠ 0) (hψ : ψ ≠ 0) (he : H ψ = (e : ℂ) • ψ) :
    ‖rayleigh H φ - e‖ ≤ 2 * ‖H‖ * ‖φ - ψ‖ ^ 2 / ‖φ‖ ^ 2 := by
  have hH' : ∀ u v, inner ℂ (H u) v = inner ℂ u (H v) := hH
  have hs : inner ℂ ψ (H φ) = e * inner ℂ ψ φ := by
    rw [← hH' ψ φ, he, inner_smul_left, Complex.conj_ofReal]
  have hd : H (φ - ψ) - (e : ℂ) • (φ - ψ) = H φ - (e : ℂ) • φ := by
    rw [map_sub, he]; module
  -- the error is a quadratic form in `φ - ψ`
  have key : inner ℂ φ (H φ) - e * inner ℂ φ φ
      = inner ℂ (φ - ψ) (H (φ - ψ) - (e : ℂ) • (φ - ψ)) := by
    rw [hd]
    simp only [inner_sub_left, inner_sub_right, inner_smul_right, hs]
    ring
  have hne : inner ℂ φ φ ≠ 0 := inner_self_ne_zero.mpr hφ
  have hn : ‖inner ℂ φ φ‖ = ‖φ‖ ^ 2 := by
    rw [inner_self_eq_norm_sq_to_K]; simp
  have heH : |e| ≤ ‖H‖ := by
    have := H.le_opNorm ψ
    rw [he, norm_smul, Complex.norm_real, Real.norm_eq_abs] at this
    exact le_of_mul_le_mul_right this (norm_pos_iff.mpr hψ)
  have hq : rayleigh H φ - e
      = inner ℂ (φ - ψ) (H (φ - ψ) - (e : ℂ) • (φ - ψ)) / inner ℂ φ φ := by
    rw [← key, sub_div, mul_div_cancel_right₀ _ hne, rayleigh]
  rw [hq, norm_div, hn]
  refine div_le_div_of_nonneg_right ?_ (by positivity)
  have hw : ‖H (φ - ψ) - (e : ℂ) • (φ - ψ)‖ ≤ ‖H‖ * ‖φ - ψ‖ + ‖H‖ * ‖φ - ψ‖ := by
    refine (norm_sub_le _ _).trans (add_le_add (H.le_opNorm _) ?_)
    rw [norm_smul, Complex.norm_real, Real.norm_eq_abs]
    exact mul_le_mul_of_nonneg_right heH (norm_nonneg _)
  calc _ ≤ ‖φ - ψ‖ * ‖H (φ - ψ) - (e : ℂ) • (φ - ψ)‖ := norm_inner_le_norm _ _
    _ ≤ ‖φ - ψ‖ * (‖H‖ * ‖φ - ψ‖ + ‖H‖ * ‖φ - ψ‖) :=
        mul_le_mul_of_nonneg_left hw (norm_nonneg _)
    _ = _ := by ring
```

For a non-Hermitian V, E3 can differ from the cubic coefficient of the eigenvalue. With V = [[0, 1], [2, 1]] and b = (0, −2), the other data unchanged, the first-order relations hold and E3 = 4, but the eigenvalue that starts at 0 is −2x² + 2x³ + O(x⁴).

## An exact state close to a + xb

The hypothesis `he` says that ψ(x) solves the eigenvalue equation of H₀ + xV with real energy e(x) for all x near zero, and `hψ` says that ψ(x) = a + xb + O(x²). For a nondegenerate level of a Hermitian matrix, the eigenvector followed from a can be scaled so that `hψ` holds. Continuity alone is weaker: it does not fix the first-order change of ψ(x), and at a degenerate level `orth` and `response` do not determine b. The existence of this branch is assumed, not derived. Without any closeness condition, ψ(x) could belong to another level, such as the one starting at energy 1 in the two-level system.

Let C be the constant in the O(x²) bound. For small x, Cx² < 1 ≤ ‖a + xb‖, so ψ(x) is nonzero. For |x| < 1 the norm of H₀ + xV is at most ‖H₀‖ + ‖V‖. The quadratic error bound then gives

|R(x) − e(x)| ≤ 2(‖H₀‖ + ‖V‖)C²x⁴.

This is `hR`. Combining it with the expansion of R(x) gives

e(x) = E₀ + xE1 + x²E2 + x³E3 + O(x⁴).

```lean
/-- Let `H₀`, `V` be Hermitian and `a`, `b` a first-order pair. If `ψ x` solves the eigenvalue
equation of `H₀ + x V` with energy `e x` near `x = 0` and `ψ x = a + x b + O(x²)`, then
`e x = E₀ + x E1 + x² E2 + x³ E3 + O(x⁴)`. -/
theorem eigenvalue_expansion (h : FirstOrder H₀ V E₀ a b)
    (hH₀ : (H₀ : F →ₗ[ℂ] F).IsSymmetric) (hV : (V : F →ₗ[ℂ] F).IsSymmetric)
    {ψ : ℝ → F} {e : ℝ → ℝ}
    (he : ∀ᶠ x in 𝓝 (0 : ℝ), perturbed H₀ V x (ψ x) = (e x : ℂ) • ψ x)
    (hψ : (fun x => ψ x - trial a b x) =O[𝓝 0] fun x : ℝ => x ^ 2) :
    (fun x : ℝ => (e x : ℂ)
        - (E₀ + x * E1 V a + x ^ 2 * E2 V a b + x ^ 3 * E3 V a b))
      =O[𝓝 0] fun x : ℝ => x ^ 4 := by
  have hH' : ∀ u v, inner ℂ (H₀ u) v = inner ℂ u (H₀ v) := hH₀
  have hV' : ∀ u v, inner ℂ (V u) v = inner ℂ u (V v) := hV
  obtain ⟨C, hC⟩ := hψ.bound
  have hsmall : ∀ᶠ x in 𝓝 (0 : ℝ), C * x ^ 2 < 1 :=
    (isOpen_lt (by fun_prop : Continuous fun x : ℝ => C * x ^ 2)
      continuous_const).mem_nhds (by simp)
  have hR : (fun x : ℝ => rayleigh (perturbed H₀ V x) (trial a b x) - (e x : ℂ))
      =O[𝓝 0] fun x : ℝ => x ^ 4 := by
    refine IsBigO.of_bound (2 * (‖H₀‖ + ‖V‖) * C ^ 2) ?_
    filter_upwards [he, hC, hsmall, Metric.ball_mem_nhds (0 : ℝ) one_pos] with x hex hCx hs hx
    have hx1 : |x| ≤ 1 := (mem_ball_zero_iff.mp hx).le
    rw [Real.norm_of_nonneg (by positivity : (0 : ℝ) ≤ x ^ 2)] at hCx
    have hN : 1 ≤ ‖trial a b x‖ ^ 2 := by
      rw [trial_norm_sq h x]
      exact le_add_of_nonneg_right (by positivity)
    have hφ0 : trial a b x ≠ 0 := by
      intro h0
      rw [h0] at hN
      norm_num at hN
    -- close to the linearised state, the exact state cannot vanish
    have hψ0 : ψ x ≠ 0 := by
      intro h0
      rw [h0, zero_sub, norm_neg] at hCx
      nlinarith [norm_nonneg (trial a b x)]
    have hsym : (perturbed H₀ V x : F →ₗ[ℂ] F).IsSymmetric := by
      intro u v
      change inner ℂ (H₀ u + (x : ℂ) • V u) v = inner ℂ u (H₀ v + (x : ℂ) • V v)
      rw [inner_add_left, inner_add_right, inner_smul_left, inner_smul_right,
        Complex.conj_ofReal, hH', hV']
    have hK : ‖perturbed H₀ V x‖ ≤ ‖H₀‖ + ‖V‖ := by
      refine (norm_add_le _ _).trans (add_le_add le_rfl ?_)
      rw [norm_smul, Complex.norm_real, Real.norm_eq_abs]
      exact mul_le_of_le_one_left (norm_nonneg _) hx1
    rw [norm_sub_rev] at hCx
    rw [Real.norm_of_nonneg (by positivity : (0 : ℝ) ≤ x ^ 4)]
    calc _ ≤ _ := rayleigh_error hsym hφ0 hψ0 hex
      _ ≤ 2 * ‖perturbed H₀ V x‖ * ‖trial a b x - ψ x‖ ^ 2 :=
          div_le_self (by positivity) hN
      _ ≤ 2 * (‖H₀‖ + ‖V‖) * (C * x ^ 2) ^ 2 := by gcongr
      _ = _ := by ring
  exact ((rayleigh_expansion h).sub hR).congr_left fun x => sub_sub_sub_cancel_left _ _ _
```

## A two-level instance

For the two-level system, H₀b = (0, −1) and E1a − Va = (0, −1), so the response equation holds with E₀ = 0. The proof checks the two vector equations component by component and evaluates the norm and the inner product as sums over the two components. The structure therefore has an instance with a nonzero response.

```lean
/-- The two-level system with `H₀ = diag(0, 1)`, `V = [[0, 1], [1, 1]]`, `a = (1, 0)` and
`b = (0, -1)` satisfies the first-order relations with `E₀ = 0`. -/
theorem firstOrder_witness :
    FirstOrder (Matrix.toEuclideanCLM (n := Fin 2) (𝕜 := ℂ) !![0, 0; 0, 1])
      (Matrix.toEuclideanCLM (n := Fin 2) (𝕜 := ℂ) !![0, 1; 1, 1]) 0
      (WithLp.toLp 2 ![1, 0]) (WithLp.toLp 2 ![0, -1]) where
  unit := by simp [EuclideanSpace.norm_eq, Fin.sum_univ_two]
  eigen := by
    ext i
    fin_cases i <;> simp [Matrix.toEuclideanCLM_toLp]
  orth := by simp [PiLp.inner_apply, Fin.sum_univ_two]
  response := by
    ext i
    fin_cases i <;> simp [E1, Matrix.toEuclideanCLM_toLp, PiLp.inner_apply, Fin.sum_univ_two]

end

end EnergyLinearisation
```

```lean
#print axioms EnergyLinearisation.rayleigh_expansion
#print axioms EnergyLinearisation.eigenvalue_expansion
```

```
'EnergyLinearisation.rayleigh_expansion' depends on axioms: [propext, Classical.choice, Quot.sound]
'EnergyLinearisation.eigenvalue_expansion' depends on axioms: [propext, Classical.choice, Quot.sound]
```
